# In high-spin ROHF, shifting weight from the beta to the alpha Fock matrix never raises the expectation value in a fixed orbital

Let $B_L$ be finitely many real symmetric matrices, let $D$ be positive semidefinite, and let $F_\alpha = F_\beta - \sum_L B_L D B_L$. Then for every real vector $x$ the quantity

$$f(t) = x^T\big[(1-t)F_\beta + tF_\alpha\big]x$$

is nonincreasing in $t$. It is constant exactly when $D B_L x = 0$ for every $L$, and strictly decreasing otherwise.

In restricted open-shell Hartree-Fock theory (ROHF) with all open-shell electrons of spin alpha, both spins share one set of orbitals but have different Fock matrices. The diagonal blocks of the effective Fock matrix may be built from mixtures of the two, and different mixtures can give different orbital energies. For real orbitals in a finite basis, with the orbital and the densities held fixed, the result gives the direction in which the diagonal expectation value moves as the alpha weight $t$ grows.

## Exchange with the open shell as a sum of nonnegative terms

Write the two-electron integrals over real basis functions as $(pq|rs) = \sum_L B_L(p,q)B_L(r,s)$. Let $C$ be the closed-shell density of one spin and $O$ the open-shell density. The alpha density is $C+O$, the beta density is $C$, and the total density is $2C+O$. With core Hamiltonian $h$, Coulomb matrix $J$ and exchange matrix $K$,

$$F_\alpha = h + J[2C+O] - K[C+O], \qquad F_\beta = h + J[2C+O] - K[C].$$

The core and Coulomb parts are the same for both spins. Since $K$ is linear in the density, $F_\alpha = F_\beta - K[O]$.

For any density $D$, inserting the factorized integrals gives

$$K[D]_{pq} = \sum_{rs}(pr|sq)D_{rs} = \sum_L\sum_{rs}B_L(p,r)\,D_{rs}\,B_L(s,q) = \sum_L (B_L D B_L)_{pq}.$$

Because $B_L^T = B_L$, the left factor can act on the bra:

$$k(x) := x^TK[D]x = \sum_L (B_Lx)^T D\,(B_Lx).$$

A positive semidefinite $D$ can be written as $R^TR$, so $y^TDy = \|Ry\|^2 \ge 0$. If this is zero, then $Ry=0$ and hence $Dy=0$; conversely, $Dy=0$ gives $y^TDy=0$. Every term of $k(x)$ is therefore nonnegative, and the sum vanishes exactly when $DB_Lx=0$ for every $L$.

With $F_\alpha = F_\beta - K[D]$ the mixture is $F_\beta - tK[D]$, so

$$f(t) = x^TF_\beta x - t\,k(x).$$

This is a straight line of slope $-k(x)\le 0$. It is constant exactly when $k(x)=0$, which is the stated condition.

For a single open-shell orbital $u$, $D=uu^T$ and $k(x)=\sum_L(u^TB_Lx)^2$. This is the exchange integral $(ux|ux)$, which in atomic units is twice the electrostatic self-energy of the charge distribution given by the product of the two orbitals.

## Integrals, densities and Fock matrices in Lean

The type `n` labels basis functions and `ι` labels the factors $L$. Both are finite, and all matrices are real.

```lean
import Mathlib

open Matrix

namespace ROHFFockInterpolation

noncomputable section

variable {n ι : Type*} [Fintype n] [Fintype ι]
```

The integrals are defined through their factors.

```lean
/-- The two-electron integral `(pq|rs)` in factorized form, as in density fitting or
Cholesky decomposition. -/
def eri (B : ι → Matrix n n ℝ) (p q r s : n) : ℝ := ∑ L, B L p q * B L r s
```

For real basis functions the exact integrals form a positive semidefinite matrix in the pair indices $pq$ and $rs$, so a factorization with symmetric $B_L$ exists. That step from the Coulomb interaction to the matrices `B` is taken here as background. With a truncated density fitting or Cholesky expansion, the statements concern the approximated integrals.

The Coulomb and exchange matrices are contractions of these integrals with a density.

```lean
/-- The Coulomb matrix of a density `P`: the contraction of `(pq|rs)` with `P r s`. -/
def coulomb (B : ι → Matrix n n ℝ) (P : Matrix n n ℝ) : Matrix n n ℝ :=
  Matrix.of fun p q => ∑ r, ∑ s, eri B p q r s * P r s

/-- The exchange matrix of a density `D`: the contraction of `(pr|sq)` with `D r s`. -/
def exchange (B : ι → Matrix n n ℝ) (D : Matrix n n ℝ) : Matrix n n ℝ :=
  Matrix.of fun p q => ∑ r, ∑ s, eri B p r s q * D r s
```

In `fock` the argument `P` is the total density and `D` is the density of one spin. Neither contraction contains a factor of one half or two.

```lean
/-- The Fock matrix of one spin: core Hamiltonian `h`, Coulomb matrix of the total density `P`,
and exchange with the density `D` of that spin. -/
def fock (h : Matrix n n ℝ) (B : ι → Matrix n n ℝ) (P D : Matrix n n ℝ) : Matrix n n ℝ :=
  h + coulomb B P - exchange B D
```

The name `expectation` stands for the unnormalised form $x^TAx$. For $x\neq0$ the normalised value is $x^TAx/x^Tx$ in an orthonormal basis, or $x^TAx/x^TSx$ with an overlap matrix $S$. The divisor is positive and independent of $t$, so the conclusions about $f$ are unchanged.

```lean
/-- The quadratic form `xᵀ A x`, which is the expectation value of `A` when `x` is normalized. -/
def expectation (A : Matrix n n ℝ) (x : n → ℝ) : ℝ := x ⬝ᵥ A *ᵥ x
```

In the mixture, $t=0$ gives the beta matrix and $t=1$ the alpha matrix. The parameter may be any real number, so mixtures with one negative weight are included.

```lean
/-- The interpolated Fock matrix `(1 - t) Fβ + t Fα`. -/
def mixedFock (Fβ Fα : Matrix n n ℝ) (t : ℝ) : Matrix n n ℝ := (1 - t) • Fβ + t • Fα
```

## The exchange expectation and its zeros

The first theorem is the identity $K[D]=\sum_L B_LDB_L$, which needs no symmetry of the factors. The auxiliary statement `h` moves the sum over $L$ to the outside by repeated use of `Finset.sum_comm`. What remains is to reorder the factors in each term, which `ring` does.

```lean
/-- In terms of the integral factors, the exchange matrix of `D` is the sum of `B_L D B_L`. -/
theorem exchange_eq_sum (B : ι → Matrix n n ℝ) (D : Matrix n n ℝ) :
    exchange B D = ∑ L, B L * D * B L := by
  -- the sum over factors is moved to the outside
  have h : ∀ f : n → n → ι → ℝ,
      ∑ r, ∑ s, ∑ L, f r s L = ∑ L, ∑ s, ∑ r, f r s L := by
    intro f
    calc ∑ r, ∑ s, ∑ L, f r s L = ∑ s, ∑ r, ∑ L, f r s L := Finset.sum_comm
      _ = ∑ s, ∑ L, ∑ r, f r s L := Finset.sum_congr rfl fun s _ => Finset.sum_comm
      _ = ∑ L, ∑ s, ∑ r, f r s L := Finset.sum_comm
  ext p q
  simp only [exchange, eri, Matrix.of_apply, Matrix.sum_apply, Matrix.mul_apply, Finset.sum_mul]
  refine (h fun r s L => B L p r * B L s q * D r s).trans ?_
  exact Finset.sum_congr rfl fun L _ => Finset.sum_congr rfl fun s _ =>
    Finset.sum_congr rfl fun r _ => by ring
```

The symmetry hypothesis `hB` enters next. It expresses that the product of two real basis functions does not depend on their order. The rewrite with `Matrix.dotProduct_mulVec` moves the left $B_L$ onto the bra as a row action, and `(hB L).eq` turns its transpose back into $B_L$.

```lean
/-- For symmetric integral factors, the exchange expectation in `x` is the sum of the
expectations of the density `D` in the vectors `B_L x`. -/
theorem expectation_exchange {B : ι → Matrix n n ℝ} (hB : ∀ L, (B L).IsSymm)
    (D : Matrix n n ℝ) (x : n → ℝ) :
    expectation (exchange B D) x = ∑ L, expectation D (B L *ᵥ x) := by
  rw [exchange_eq_sum]
  unfold expectation
  rw [Matrix.sum_mulVec, dotProduct_sum]
  refine Finset.sum_congr rfl fun L _ => ?_
  -- the left factor is moved onto the bra
  rw [← Matrix.mulVec_mulVec, ← Matrix.mulVec_mulVec, Matrix.dotProduct_mulVec x (B L),
    ← Matrix.mulVec_transpose, (hB L).eq]
```

The hypothesis `D.PosSemidef` holds for any density $\sum_i n_i u_iu_i^T$ built from real orbitals $u_i$ with occupations $n_i\ge0$. Neither idempotency nor self-consistency is required. In the proof, `hpos` is the inequality $y^TDy\ge0$ and `hzero` is the equivalence of $y^TDy=0$ with $Dy=0$. Mathlib supplies both, so the factor $R$ used above does not appear. A sum of nonnegative terms is zero only if each term is, which gives the condition for every $L$.

```lean
/-- For symmetric integral factors and a positive semidefinite density `D`, the exchange
expectation is nonnegative, and it vanishes exactly when `D B_L x = 0` for every `L`. -/
theorem expectation_exchange_nonneg_and_eq_zero_iff {B : ι → Matrix n n ℝ}
    (hB : ∀ L, (B L).IsSymm) {D : Matrix n n ℝ} (hD : D.PosSemidef) (x : n → ℝ) :
    0 ≤ expectation (exchange B D) x ∧
      (expectation (exchange B D) x = 0 ↔ ∀ L, D *ᵥ (B L *ᵥ x) = 0) := by
  have hpos : ∀ y, 0 ≤ expectation D y := fun y => by
    have h := hD.dotProduct_mulVec_nonneg y
    rw [star_trivial] at h
    exact h
  have hzero : ∀ y, expectation D y = 0 ↔ D *ᵥ y = 0 := fun y => by
    have h := hD.dotProduct_mulVec_zero_iff y
    rw [star_trivial] at h
    exact h
  rw [expectation_exchange hB]
  refine ⟨Finset.sum_nonneg fun L _ => hpos _, ?_⟩
  rw [Finset.sum_eq_zero_iff_of_nonneg fun L _ => hpos _]
  simp only [Finset.mem_univ, true_imp_iff, hzero]
```

## Monotonicity in the alpha weight

The straight-line formula for $f(t)$ holds for any matrix `K` in place of the exchange matrix. The tactic `module` checks that $(1-t)F_\beta+t(F_\beta-K)=F_\beta-tK$, and linearity of the quadratic form does the rest.

```lean
/-- If `Fα = Fβ - K`, the expectation of the interpolated Fock matrix is affine in `t`, with
slope minus the expectation of `K`. -/
theorem expectation_mixedFock (Fβ K : Matrix n n ℝ) (x : n → ℝ) (t : ℝ) :
    expectation (mixedFock Fβ (Fβ - K) t) x = expectation Fβ x - t * expectation K x := by
  have h : mixedFock Fβ (Fβ - K) t = Fβ - t • K := by
    unfold mixedFock
    module
  rw [h]
  simp only [expectation, Matrix.sub_mulVec, Matrix.smul_mulVec, dotProduct_sub,
    dotProduct_smul, smul_eq_mul]
```

The main theorem combines this formula with the sign of the slope. `Antitone` means nonincreasing on the whole real line, and constancy is stated as equality of the values at all pairs `s`, `t`. The relation between the two Fock matrices is the hypothesis `hF`; it is derived for ROHF further below. No symmetry of $F_\beta$ is assumed.

For monotonicity, the inequality $s\le t$ is multiplied by $k(x)\ge0$. If $f$ is constant, comparing $t=0$ with $t=1$ gives $k(x)=0$. If $k(x)=0$, the term containing $t$ disappears.

```lean
/-- Let the `B_L` be symmetric, `D` positive semidefinite and `Fα = Fβ - ∑ B_L D B_L`. Then the
expectation of `(1 - t) Fβ + t Fα` in any `x` is nonincreasing in `t`, and it is constant
exactly when `D B_L x = 0` for every `L`. -/
theorem mixedFock_antitone_and_constant_iff {B : ι → Matrix n n ℝ} (hB : ∀ L, (B L).IsSymm)
    {D Fα Fβ : Matrix n n ℝ} (hD : D.PosSemidef) (hF : Fα = Fβ - ∑ L, B L * D * B L)
    (x : n → ℝ) :
    Antitone (fun t => expectation (mixedFock Fβ Fα t) x) ∧
      ((∀ s t, expectation (mixedFock Fβ Fα s) x = expectation (mixedFock Fβ Fα t) x) ↔
        ∀ L, D *ᵥ (B L *ᵥ x) = 0) := by
  obtain ⟨h0, hiff⟩ := expectation_exchange_nonneg_and_eq_zero_iff hB hD x
  rw [← exchange_eq_sum] at hF
  subst hF
  simp only [expectation_mixedFock]
  refine ⟨fun s t hst => ?_, ?_⟩
  · have := mul_le_mul_of_nonneg_right hst h0
    linarith
  · rw [← hiff]
    constructor
    · intro h
      -- comparing the two end points isolates the exchange term
      have := h 0 1
      linarith
    · intro h s t
      rw [h, mul_zero, mul_zero]
```

If $DB_Lx\neq0$ for at least one $L$, then $k(x)$ is nonzero and nonnegative, hence positive. Multiplying $s<t$ by it gives a strict decrease.

```lean
/-- Let the `B_L` be symmetric, `D` positive semidefinite and `Fα = Fβ - ∑ B_L D B_L`. If
`D B_L x ≠ 0` for some `L`, then the expectation of `(1 - t) Fβ + t Fα` in `x` is strictly
decreasing in `t`. -/
theorem mixedFock_strictAnti {B : ι → Matrix n n ℝ} (hB : ∀ L, (B L).IsSymm)
    {D Fα Fβ : Matrix n n ℝ} (hD : D.PosSemidef) (hF : Fα = Fβ - ∑ L, B L * D * B L)
    {x : n → ℝ} (hx : ∃ L, D *ᵥ (B L *ᵥ x) ≠ 0) :
    StrictAnti (fun t => expectation (mixedFock Fβ Fα t) x) := by
  obtain ⟨h0, hiff⟩ := expectation_exchange_nonneg_and_eq_zero_iff hB hD x
  obtain ⟨L, hL⟩ := hx
  have hpos : 0 < expectation (exchange B D) x :=
    lt_of_le_of_ne h0 fun h => hL (hiff.mp h.symm L)
  rw [← exchange_eq_sum] at hF
  subst hF
  intro s t hst
  simp only [expectation_mixedFock]
  have := mul_lt_mul_of_pos_right hst hpos
  linarith
```

## The high-spin ROHF Fock matrices

The relation assumed in `hF` now follows from the definitions. The letter `C` denotes the closed-shell density of one spin, not the matrix of orbital coefficients for which the letter is often used. The total density therefore appears as `C + (C + O)`. The exchange matrix of `C + O` splits into two parts by distributivity, and `abel` cancels the common core and Coulomb terms.

```lean
/-- With `C` the closed-shell density of one spin and `O` the density of the alpha open shell, the
alpha Fock matrix is the beta Fock matrix minus the sum of the exchange terms `B_L O B_L`. -/
theorem fock_alpha_eq (h : Matrix n n ℝ) (B : ι → Matrix n n ℝ) (C O : Matrix n n ℝ) :
    fock h B (C + (C + O)) (C + O) =
      fock h B (C + (C + O)) C - ∑ L, B L * O * B L := by
  have hK : exchange B (C + O) = exchange B C + ∑ L, B L * O * B L := by
    simp only [exchange_eq_sum, Matrix.mul_add, Matrix.add_mul, Finset.sum_add_distrib]
  unfold fock
  rw [hK]
  abel
```

Using this identity as `hF` in the main theorem and comparing $t=0$ with $t=1$ shows that no orbital has a higher alpha than beta expectation value. Only `O` has to be positive semidefinite; `C` may be any real matrix, because its exchange contribution is the same on both sides.

```lean
/-- For symmetric integral factors and a positive semidefinite open-shell density `O`, no orbital
has a higher expectation of the alpha Fock matrix than of the beta Fock matrix. -/
theorem fock_alpha_le_beta (h : Matrix n n ℝ) {B : ι → Matrix n n ℝ}
    (hB : ∀ L, (B L).IsSymm) (C : Matrix n n ℝ) {O : Matrix n n ℝ} (hO : O.PosSemidef)
    (x : n → ℝ) :
    expectation (fock h B (C + (C + O)) (C + O)) x ≤
      expectation (fock h B (C + (C + O)) C) x := by
  have hmono := (mixedFock_antitone_and_constant_iff hB hO (fock_alpha_eq h B C O) x).1
    (zero_le_one (α := ℝ))
  simpa [mixedFock] using hmono
```

The inequality concerns one vector $x$ and one pair of densities. It does not compare the results of two self-consistent calculations, in which the orbitals themselves could differ.

For one open-shell orbital the gap between the two expectation values is an explicit sum of squares. In Lean, `vecMulVec u u` is the matrix $uu^T$. The step `h` is the identity $uu^Ty=(u^Ty)\,u$; with $y=B_Lx$, the term $y^Tuu^Ty$ becomes $(u^TB_Lx)^2$. The vector `u` need not be normalised, but $uu^T$ is the density of one electron only if it is.

```lean
/-- For symmetric integral factors and one open-shell orbital `u`, with density `u uᵀ`, the
exchange expectation in `x` is the sum of the squares of `uᵀ B_L x`. -/
theorem expectation_exchange_single {B : ι → Matrix n n ℝ} (hB : ∀ L, (B L).IsSymm)
    (u x : n → ℝ) :
    expectation (exchange B (vecMulVec u u)) x = ∑ L, (u ⬝ᵥ B L *ᵥ x) ^ 2 := by
  rw [expectation_exchange hB]
  refine Finset.sum_congr rfl fun L _ => ?_
  -- the density maps `y` to `(uᵀ y) u`
  have h : ∀ y : n → ℝ, vecMulVec u u *ᵥ y = (u ⬝ᵥ y) • u := by
    intro y
    ext i
    simp only [Matrix.mulVec, dotProduct, Matrix.vecMulVec_apply, Pi.smul_apply, smul_eq_mul,
      Finset.sum_mul]
    exact Finset.sum_congr rfl fun j _ => by ring
  unfold expectation
  rw [h, dotProduct_smul, smul_eq_mul, dotProduct_comm (B L *ᵥ x) u, sq]

end

end ROHFFockInterpolation
```

```lean
#print axioms ROHFFockInterpolation.mixedFock_strictAnti
-- 'ROHFFockInterpolation.mixedFock_strictAnti' depends on axioms: [propext, Classical.choice, Quot.sound]
#print axioms ROHFFockInterpolation.fock_alpha_le_beta
-- 'ROHFFockInterpolation.fock_alpha_le_beta' depends on axioms: [propext, Classical.choice, Quot.sound]
#print axioms ROHFFockInterpolation.expectation_exchange_single
-- 'ROHFFockInterpolation.expectation_exchange_single' depends on axioms: [propext, Classical.choice, Quot.sound]
```
